# Surface plasmon polariton at a lossless metal–dielectric interface: existence, dispersion relation and divergence of the wavenumber

Q: Here are my conventions. The plane $z=0$ separates a dielectric of relative permittivity $\varepsilon_d>0$ in $z>0$ from a metal of relative permittivity $\varepsilon<0$ in $z<0$. Both are non-magnetic. Fields vary as $e^{-i\omega t}$ at angular frequency $\omega$, and $k_0=\omega/c>0$ is the vacuum wavenumber, with $c$ the speed of light. A transverse magnetic (TM) surface wave running along $x$ has a single magnetic component,
$$H_y = A\,e^{ikx-k_d z}\ \ (z>0),\qquad H_y = A\,e^{ikx+k_m z}\ \ (z<0),$$
with in-plane wavenumber $k$, decay constants $k_d$ and $k_m$, and one amplitude $A\neq0$ because $H_y$ is continuous at $z=0$. That is a problem about fields. The formal version, I am told, is about six real numbers. How does one become the other?

A: By inserting your ansatz into Maxwell's equations. In a medium of permittivity $\varepsilon_j$ (either $\varepsilon_d$ or $\varepsilon$) the field obeys $\partial_x^2H_y+\partial_z^2H_y+\varepsilon_jk_0^2H_y=0$. The $x$ derivative gives $-k^2$ and the $z$ derivative gives the squared decay constant, so
$$k_d^2=k^2-\varepsilon_dk_0^2,\qquad k_m^2=k^2-\varepsilon k_0^2 .$$
Ampère's law makes the tangential electric field $E_x$ proportional to $\varepsilon_j^{-1}\partial_zH_y$, with the same constant on both sides. Continuity of $E_x$ gives $-k_dA/\varepsilon_d=k_mA/\varepsilon$, and $A$ cancels:
$$\frac{k_d}{\varepsilon_d}+\frac{k_m}{\varepsilon}=0 .$$
The wave is bound to the interface when $k_d>0$ and $k_m>0$, and $k>0$ selects propagation towards $+x$. These six conditions are the fields of the structure `IsSPP`, in which `eps`, `ed`, `k0`, `k`, `kd`, `km` stand for $\varepsilon,\varepsilon_d,k_0,k,k_d,k_m$.

```lean
import Mathlib

open Filter Topology Set

namespace SurfacePlasmonPolariton

noncomputable section

/-- A bound TM surface mode at a flat interface between a medium of permittivity `eps` and one
of permittivity `ed`, at vacuum wavenumber `k0`: positive in-plane wavenumber `k` and decay
constants `kd`, `km` obeying the wave equation on each side and the matching condition. -/
structure IsSPP (eps ed k0 k kd km : ℝ) : Prop where
  k_pos : 0 < k
  kd_pos : 0 < kd
  km_pos : 0 < km
  wave_d : kd ^ 2 = k ^ 2 - ed * k0 ^ 2
  wave_m : km ^ 2 = k ^ 2 - eps * k0 ^ 2
  matching : kd / ed + km / eps = 0
```

Q: So Lean never sees a field, and Maxwell's equations are not in the file.

A: Correct. The step from the fields to `wave_d`, `wave_m` and `matching` is the paragraph above, and in Lean those three equations are the definition of a mode. The definition also carries the idealisations. All six quantities have type `ℝ`, so the media are lossless and $k$ has no imaginary part. Each medium is one number, so the response is local, linear and isotropic. There is one flat interface between two half-spaces, so films, gratings and particles are not described, and only the TM polarisation is treated. The signs $\varepsilon<0$, $\varepsilon_d>0$, $k_0>0$ are not part of `IsSPP`. They enter as hypotheses of the theorems, usually under the names `he`, `hd`, `hk`.

Two further definitions name the expected dispersion relation: `sppSq` is $k_0^2\,\varepsilon\varepsilon_d/(\varepsilon+\varepsilon_d)$ and `sppK` is its non-negative square root. They are defined for all real arguments, with Lean's value $0$ for a division by zero and for the root of a negative number, but the theorems use them only where $\varepsilon<-\varepsilon_d$, and there the quotient is positive.

```lean
/-- The squared wavenumber `k0² eps ed / (eps + ed)` of the dispersion relation. -/
def sppSq (eps ed k0 : ℝ) : ℝ := k0 ^ 2 * eps * ed / (eps + ed)

/-- The wavenumber `√(k0² eps ed / (eps + ed))` of the dispersion relation. -/
def sppK (eps ed k0 : ℝ) : ℝ := √(sppSq eps ed k0)
```

Q: Show me one mode in numbers before any general claim.

A: Take $\varepsilon=-16$, $\varepsilon_d=9$, $k_0=\sqrt7$, and $k=12$, $k_d=9$, $k_m=16$. Then $144-9\cdot7=81=9^2$, $144+16\cdot7=256=16^2$, and $9/9+16/(-16)=0$. The values are chosen for round arithmetic and describe no particular material. The proof replaces $(\sqrt7)^2$ by $7$ and evaluates.

```lean
variable {eps ed k0 k kd km : ℝ}

/-- The values `eps = -16`, `ed = 9`, `k0 = √7`, `k = 12`, `kd = 9`, `km = 16` form a
surface mode. -/
theorem isSPP_witness : IsSPP (-16) 9 (√7) 12 9 16 := by
  have h : √(7 : ℝ) ^ 2 = 7 := Real.sq_sqrt (by norm_num)
  refine ⟨by norm_num, by norm_num, by norm_num, ?_, ?_, by norm_num⟩
  · rw [h]; norm_num
  · rw [h]; norm_num
```

Q: The textbook route squares the matching condition and reads off $k^2$. The condition $\varepsilon<-\varepsilon_d$ is then usually argued from wanting $k$ real. Where does it come from here?

A: It comes before any squaring, from two elementary facts. First, multiply the matching condition by $\varepsilon_d\varepsilon$:
$$k_d\,\varepsilon=-k_m\,\varepsilon_d .$$
In `IsSPP.cross`, `field_simp` confirms that $k_d\varepsilon+k_m\varepsilon_d$ equals the left side of the matching condition times $\varepsilon_d\varepsilon$, which needs both permittivities nonzero, and `h.matching` then sets that product to zero.

```lean
/-- For nonzero permittivities the matching condition of a mode reads `kd eps = -km ed`. -/
theorem IsSPP.cross (h : IsSPP eps ed k0 k kd km) (he : eps ≠ 0) (hd : ed ≠ 0) :
    kd * eps = -(km * ed) := by
  have h1 : kd * eps + km * ed = (kd / ed + km / eps) * (ed * eps) := by
    field_simp
  rw [h.matching, zero_mul] at h1
  linarith
```

Second, subtract the two wave equations:
$$k_m^2-k_d^2=(\varepsilon_d-\varepsilon)\,k_0^2>0 .$$
Since $k_m$ is positive, $k_d^2<k_m^2$ gives $k_d<k_m$, which is the step done by `lt_of_pow_lt_pow_left₀`. The field falls off faster in the metal than in the dielectric. This lemma uses only $\varepsilon<\varepsilon_d$ and $k_0>0$, and not the matching condition.

```lean
/-- If `eps < ed` and `k0 > 0`, the decay constant on the `eps` side exceeds the one on the
`ed` side. -/
theorem IsSPP.kd_lt_km (h : IsSPP eps ed k0 k kd km) (hlt : eps < ed) (hk : 0 < k0) :
    kd < km := by
  have h1 : 0 < (ed - eps) * k0 ^ 2 := mul_pos (sub_pos.mpr hlt) (pow_pos hk 2)
  -- km² - kd² = (ed - eps) k0²
  have h2 : kd ^ 2 < km ^ 2 := by
    rw [h.wave_d, h.wave_m]
    linarith
  exact lt_of_pow_lt_pow_left₀ 2 h.km_pos.le h2
```

Now combine them:
$$k_d\,(-\varepsilon)=k_m\,\varepsilon_d>k_d\,\varepsilon_d ,$$
and dividing by $k_d>0$ leaves $-\varepsilon>\varepsilon_d$. These are `h1` and `h2` in `IsSPP.dispersion`. Only then comes the squaring. From $k_d^2\varepsilon^2=k_m^2\varepsilon_d^2$ and the wave equations,
$$(k^2-\varepsilon_dk_0^2)\,\varepsilon^2-(k^2-\varepsilon k_0^2)\,\varepsilon_d^2=0 .$$
Collecting terms gives $k^2(\varepsilon^2-\varepsilon_d^2)-k_0^2\,\varepsilon\varepsilon_d(\varepsilon-\varepsilon_d)=0$, that is
$$(\varepsilon-\varepsilon_d)\,\bigl[k^2(\varepsilon+\varepsilon_d)-k_0^2\,\varepsilon\varepsilon_d\bigr]=0 .$$
The first factor is negative, so the bracket vanishes, and $\varepsilon+\varepsilon_d<0$ permits the division:
$$k^2=k_0^2\,\frac{\varepsilon\,\varepsilon_d}{\varepsilon+\varepsilon_d}.$$
The `linear_combination` in `h3` is this computation in one line. Multiplying $k_d\varepsilon+k_m\varepsilon_d=0$ by $k_d\varepsilon-k_m\varepsilon_d$ is the squaring, and the multiples $-\varepsilon^2$ of `wave_d` and $\varepsilon_d^2$ of `wave_m` eliminate $k_d^2$ and $k_m^2$. The facts `hdiff` and `hsum` are the two nonvanishing factors.

```lean
/-- For `eps < 0 < ed` and `k0 > 0` a surface mode forces `eps < -ed` and
`k² = k0² eps ed / (eps + ed)`. -/
theorem IsSPP.dispersion (h : IsSPP eps ed k0 k kd km) (he : eps < 0) (hd : 0 < ed)
    (hk : 0 < k0) : eps < -ed ∧ k ^ 2 = sppSq eps ed k0 := by
  have hc := h.cross he.ne hd.ne'
  have hlt := h.kd_lt_km (he.trans hd) hk
  -- kd (-eps) = km ed > kd ed
  have h1 : kd * ed < kd * (-eps) := by
    have := mul_lt_mul_of_pos_right hlt hd
    linarith
  have h2 : ed < -eps := lt_of_mul_lt_mul_left h1 h.kd_pos.le
  have hsum : eps + ed ≠ 0 := by
    have : eps + ed < 0 := by linarith
    exact this.ne
  have hdiff : eps - ed ≠ 0 := by
    have : eps - ed < 0 := by linarith
    exact this.ne
  refine ⟨by linarith, ?_⟩
  -- square the matching condition and insert the wave equations
  have h3 : (eps - ed) * (k ^ 2 * (eps + ed) - k0 ^ 2 * eps * ed) = 0 := by
    linear_combination (kd * eps - km * ed) * hc - eps ^ 2 * h.wave_d + ed ^ 2 * h.wave_m
  have h4 := (mul_eq_zero.mp h3).resolve_left hdiff
  unfold sppSq
  rw [eq_div_iff hsum]
  linarith
```

Q: Squaring loses a sign, so the formula for $k^2$ could hold without there being a mode. How do you know that anything exists when $\varepsilon<-\varepsilon_d$?

A: The lemma above is used in one direction only: a mode forces the inequality and the formula. The converse is a construction. It starts from the position of the formula relative to the light line $k^2=\varepsilon_dk_0^2$ of the dielectric:
$$k_0^2\frac{\varepsilon\varepsilon_d}{\varepsilon+\varepsilon_d}-\varepsilon_dk_0^2
=k_0^2\varepsilon_d\,\frac{\varepsilon-(\varepsilon+\varepsilon_d)}{\varepsilon+\varepsilon_d}
=\frac{k_0^2\varepsilon_d^2}{-(\varepsilon+\varepsilon_d)}>0 .$$
In `light_line_lt`, `lt_div_iff_of_neg` multiplies through by the negative denominator and reverses the inequality. What remains is $k_0^2\varepsilon_d^2>0$, which is `h1`.

```lean
/-- For `ed > 0`, `k0 > 0` and `eps < -ed` the dispersion relation lies beyond the light line
of the dielectric:
`k0² eps ed / (eps + ed) > ed k0²`. -/
theorem light_line_lt (hd : 0 < ed) (hk : 0 < k0) (h : eps < -ed) :
    ed * k0 ^ 2 < sppSq eps ed k0 := by
  have hsum : eps + ed < 0 := by linarith
  have h1 : 0 < k0 ^ 2 * ed * ed := by positivity
  unfold sppSq
  rw [lt_div_iff_of_neg hsum]
  nlinarith
```

Put $s=\sqrt{-(\varepsilon+\varepsilon_d)}>0$ and $k=$ `sppK eps ed k0`. The line above says $k^2-\varepsilon_dk_0^2=k_0^2\varepsilon_d^2/s^2$, and in the same way
$$k^2-\varepsilon k_0^2=k_0^2\varepsilon\,\frac{\varepsilon_d-(\varepsilon+\varepsilon_d)}{\varepsilon+\varepsilon_d}=\frac{k_0^2\varepsilon^2}{s^2}.$$
The positive roots are
$$k_d=\frac{k_0\,\varepsilon_d}{s},\qquad k_m=\frac{k_0\,(-\varepsilon)}{s},$$
and the unsquared matching condition holds with the right sign: $k_d/\varepsilon_d+k_m/\varepsilon=k_0/s-k_0/s=0$. In `isSPP_explicit`, `hpos` takes the positivity of `sppSq` from the light-line inequality, so that `hK` can square the root back. The first two bullets clear the denominator $\varepsilon+\varepsilon_d$ in the wave equations and close with `ring`. The third replaces the root by an arbitrary `s` through `generalize`, because the cancellation does not depend on its value. In the numerical example $s=\sqrt7$ and the formulas return $9$ and $16$.

```lean
/-- For `ed > 0`, `k0 > 0` and `eps < -ed` the wavenumber of the dispersion relation, with the
decay constants
`k0 ed / √(-(eps+ed))` and `-k0 eps / √(-(eps+ed))`, is a surface mode. -/
theorem isSPP_explicit (hd : 0 < ed) (hk : 0 < k0) (h : eps < -ed) :
    IsSPP eps ed k0 (sppK eps ed k0) (k0 * ed / √(-(eps + ed)))
      (k0 * (-eps) / √(-(eps + ed))) := by
  have hD : 0 < -(eps + ed) := by linarith
  have hsum : eps + ed ≠ 0 := (neg_pos.mp hD).ne
  have hne : 0 < -eps := by linarith
  have he : eps ≠ 0 := (neg_pos.mp hne).ne
  have hd' : ed ≠ 0 := hd.ne'
  have hs : 0 < √(-(eps + ed)) := Real.sqrt_pos.mpr hD
  have hpos : 0 < sppSq eps ed k0 :=
    lt_trans (mul_pos hd (pow_pos hk 2)) (light_line_lt hd hk h)
  have hK : sppK eps ed k0 ^ 2 = sppSq eps ed k0 := Real.sq_sqrt hpos.le
  refine ⟨Real.sqrt_pos.mpr hpos, div_pos (mul_pos hk hd) hs, div_pos (mul_pos hk hne) hs,
    ?_, ?_, ?_⟩
  · rw [hK, div_pow, Real.sq_sqrt hD.le, sppSq, div_neg, eq_sub_iff_add_eq, eq_div_iff hsum,
      add_mul, neg_mul, div_mul_cancel₀ _ hsum]
    ring
  · rw [hK, div_pow, Real.sq_sqrt hD.le, sppSq, div_neg, eq_sub_iff_add_eq, eq_div_iff hsum,
      add_mul, neg_mul, div_mul_cancel₀ _ hsum]
    ring
  · generalize √(-(eps + ed)) = s
    have h1 : ed * ed⁻¹ = 1 := mul_inv_cancel₀ hd'
    have h2 : eps * eps⁻¹ = 1 := mul_inv_cancel₀ he
    simp only [div_eq_mul_inv]
    linear_combination k0 * s⁻¹ * h1 - k0 * s⁻¹ * h2
```

Q: Read me the main statement in words, with its quantifiers.

A: Fix real $\varepsilon<0$, $\varepsilon_d>0$, $k_0>0$. Then two things hold. First, real numbers $k,k_d,k_m$ satisfying `IsSPP eps ed k0 k kd km` exist if and only if $\varepsilon<-\varepsilon_d$. Second, every such triple has $k^2=k_0^2\varepsilon\varepsilon_d/(\varepsilon+\varepsilon_d)$, $\varepsilon_dk_0^2<k^2$ and $k_d<k_m$. In particular there is no mode for $-\varepsilon_d\le\varepsilon<0$, the boundary value included. The second part has content only when the first supplies a mode. The inequality $k^2>\varepsilon_dk_0^2$ says that the mode's wavenumber exceeds that of any propagating plane wave of the same frequency in the dielectric. The case $\varepsilon\ge0$ lies outside the hypotheses. The proof assembles the lemmas: `dispersion` for necessity and for the formula, `isSPP_explicit` for sufficiency, `light_line_lt` and `kd_lt_km` for the two inequalities.

```lean
/-- Surface plasmon polariton: for `eps < 0 < ed` and `k0 > 0` a surface mode exists iff
`eps < -ed`, and every mode has `k² = k0² eps ed / (eps + ed) > ed k0²` and `km > kd`. -/
theorem surface_plasmon_polariton (he : eps < 0) (hd : 0 < ed) (hk : 0 < k0) :
    ((∃ k kd km, IsSPP eps ed k0 k kd km) ↔ eps < -ed) ∧
      ∀ k kd km, IsSPP eps ed k0 k kd km →
        k ^ 2 = sppSq eps ed k0 ∧ ed * k0 ^ 2 < k ^ 2 ∧ kd < km := by
  refine ⟨⟨?_, fun h => ⟨_, _, _, isSPP_explicit hd hk h⟩⟩, ?_⟩
  · rintro ⟨k, kd, km, h⟩
    exact (h.dispersion he hd hk).1
  · intro k kd km h
    obtain ⟨h1, h2⟩ := h.dispersion he hd hk
    refine ⟨h2, ?_, h.kd_lt_km (he.trans hd) hk⟩
    rw [h2]
    exact light_line_lt hd hk h1
```

Q: "There exists a triple" is weaker than "the surface plasmon". Could there be several?

A: No. `IsSPP.unique` states that any mode equals the explicit one. Since $k>0$ and $k^2$ equals `sppSq`, $k$ is the root `sppK`. The given mode `h` and the constructed mode `g` then share $k$, so their wave equations give the same $k_d^2$ and the same $k_m^2$, and `sq_eq_sq₀` passes from equal squares to equal non-negative numbers. Uniqueness refers to the triple $(k,k_d,k_m)$. The amplitude $A$ is not recorded, and the wave running towards $-x$ is excluded by `k_pos`.

```lean
/-- For `eps < 0 < ed` and `k0 > 0` a surface mode is uniquely determined:
its wavenumber is `√(k0² eps ed / (eps + ed))` and its decay
constants are `k0 ed / √(-(eps+ed))` and `-k0 eps / √(-(eps+ed))`. -/
theorem IsSPP.unique (h : IsSPP eps ed k0 k kd km) (he : eps < 0) (hd : 0 < ed)
    (hk : 0 < k0) :
    k = sppK eps ed k0 ∧ kd = k0 * ed / √(-(eps + ed)) ∧
      km = k0 * (-eps) / √(-(eps + ed)) := by
  obtain ⟨h1, h2⟩ := h.dispersion he hd hk
  have g := isSPP_explicit hd hk h1
  have hkk : k = sppK eps ed k0 := by
    rw [sppK, ← h2, Real.sqrt_sq h.k_pos.le]
  refine ⟨hkk, ?_, ?_⟩
  · apply (sq_eq_sq₀ h.kd_pos.le g.kd_pos.le).mp
    rw [h.wave_d, g.wave_d, ← hkk]
  · apply (sq_eq_sq₀ h.km_pos.le g.km_pos.le).mp
    rw [h.wave_m, g.wave_m, ← hkk]
```

Q: And the divergence? I think of it as the flattening of $\omega(k)$ towards the surface plasmon frequency.

A: The formal limit is a different parametrisation. It holds $k_0$ and $\varepsilon_d$ fixed and lets the metal permittivity, now a variable $e$, rise to $-\varepsilon_d$. No model of $\varepsilon(\omega)$ appears, so no frequency is singled out. Write
$$k^2(e)=k_0^2\,(-e)\,\varepsilon_d\cdot\frac{1}{-(e+\varepsilon_d)} .$$
The first factor tends to $k_0^2\varepsilon_d^2>0$, and $-(e+\varepsilon_d)$ tends to $0$ through positive values, so the product and its root grow without bound. The filter `𝓝[<] (-ed)` is the approach from below and `atTop` is $+\infty$. The statement reads: for every bound $M$ there is $\eta>0$ such that `sppK e ed k0` is at least $M$ whenever $-\varepsilon_d-\eta<e<-\varepsilon_d$. In the proof, `hnum` is the limit of the first factor by continuity, and `hden` shows both that the denominator tends to $0$ and that it stays positive. Then `tendsto_inv_nhdsGT_zero` sends its inverse to $+\infty$, `pos_mul_atTop` forms the product, and `Real.tendsto_sqrt_atTop` takes the root.

```lean
/-- For fixed `ed > 0` and `k0 > 0` the wavenumber `sppK e ed k0` tends to `+∞` as `e` rises
to `-ed`. -/
theorem sppK_tendsto_atTop (hd : 0 < ed) (hk : 0 < k0) :
    Tendsto (fun e => sppK e ed k0) (𝓝[<] (-ed)) atTop := by
  -- the numerator has a positive limit
  have hnum : Tendsto (fun e : ℝ => k0 ^ 2 * (-e) * ed) (𝓝[<] (-ed))
      (𝓝 (k0 ^ 2 * (-(-ed)) * ed)) := by
    have hc : Continuous fun e : ℝ => k0 ^ 2 * (-e) * ed := by fun_prop
    exact (hc.tendsto (-ed)).mono_left nhdsWithin_le_nhds
  -- the denominator tends to zero from above
  have hden : Tendsto (fun e : ℝ => -(e + ed)) (𝓝[<] (-ed)) (𝓝[>] 0) := by
    refine tendsto_nhdsWithin_iff.mpr ⟨?_, ?_⟩
    · have hc : Continuous fun e : ℝ => -(e + ed) := by fun_prop
      exact (hc.tendsto' (-ed) 0 (by simp)).mono_left nhdsWithin_le_nhds
    · filter_upwards [self_mem_nhdsWithin] with e he
      have he' : e < -ed := he
      show 0 < -(e + ed)
      linarith
  have hpos : 0 < k0 ^ 2 * (-(-ed)) * ed := by
    rw [neg_neg]
    positivity
  have hsq : Tendsto (fun e => sppSq e ed k0) (𝓝[<] (-ed)) atTop := by
    refine (hnum.pos_mul_atTop hpos (tendsto_inv_nhdsGT_zero.comp hden)).congr fun e => ?_
    simp only [sppSq, Function.comp, inv_neg, div_eq_mul_inv]
    ring
  exact Real.tendsto_sqrt_atTop.comp hsq
```

Q: That is a limit of a formula, not of modes.

A: The last theorem closes that gap. Let `K`, `Kd`, `Km` be any real functions such that $(K(e),K_d(e),K_m(e))$ is a mode for each $e<-\varepsilon_d$. No continuity is assumed, their values at other $e$ play no part, and `isSPP_explicit` provides such a family. By uniqueness $K(e)$ coincides with `sppK e ed k0` on the whole half-line $e<-\varepsilon_d$, and `congr'` transfers the limit.

```lean
/-- For fixed `ed > 0` and `k0 > 0` and any family of surface modes
indexed by the metal permittivity `e < -ed`, the in-plane
wavenumber diverges as `e` rises to `-ed`. -/
theorem mode_wavenumber_diverges (hd : 0 < ed) (hk : 0 < k0) (K Kd Km : ℝ → ℝ)
    (h : ∀ e, e < -ed → IsSPP e ed k0 (K e) (Kd e) (Km e)) :
    Tendsto K (𝓝[<] (-ed)) atTop := by
  refine (sppK_tendsto_atTop hd hk).congr' ?_
  filter_upwards [self_mem_nhdsWithin] with e he
  have he' : e < -ed := he
  exact ((h e he').unique (by linarith) hd hk).1.symm

end

end SurfacePlasmonPolariton
```

```lean
#print axioms SurfacePlasmonPolariton.surface_plasmon_polariton
#print axioms SurfacePlasmonPolariton.mode_wavenumber_diverges
```

```
'SurfacePlasmonPolariton.surface_plasmon_polariton' depends on axioms: [propext, Classical.choice, Quot.sound]
'SurfacePlasmonPolariton.mode_wavenumber_diverges' depends on axioms: [propext, Classical.choice, Quot.sound]
```

Q: What do the fields look like at the two ends of the allowed range?

A: Set $\varepsilon=-\varepsilon_d-\delta$ with $\delta>0$, so that $s=\sqrt\delta$. The closed forms become
$$k=k_0\sqrt{\frac{\varepsilon_d(\varepsilon_d+\delta)}{\delta}},\qquad k_d=\frac{k_0\varepsilon_d}{\sqrt\delta},\qquad k_m=\frac{k_0(\varepsilon_d+\delta)}{\sqrt\delta}.$$
For small $\delta$ all three behave as $k_0\varepsilon_d/\sqrt\delta$, so the field decays on both sides over a length of about $1/k$, the electrostatic regime. For large $\delta$, the perfect-conductor end, $k$ approaches the light-line value $k_0\sqrt{\varepsilon_d}$, $k_d$ tends to zero and $k_m$ grows: the wave is barely bound. Of these asymptotic statements Lean has checked only that $k\to\infty$; the rate, the ratios and the large-$\delta$ behaviour are my reading of the formulas. A real metal has loss, and with a complex $\varepsilon$ the denominator $\varepsilon+\varepsilon_d$ no longer reaches zero, so one should read the divergence as a property of the lossless, local model.

Q: How would I meet this in a calculation?

A: As a test followed by four assignments. At a given frequency a script takes $\varepsilon$, $\varepsilon_d$ and $k_0$, returns "no bound TM mode" if $-\varepsilon_d\le\varepsilon<0$, and for $\varepsilon<-\varepsilon_d$ sets $s$, $k$, $k_d$, $k_m$ as above. The amplitude decay lengths are $1/k_d$ and $1/k_m$, and the wavelength along the surface is $2\pi/k$. Using $k_0\varepsilon_d/s$ for $k_d$ avoids the subtraction of nearly equal numbers in $\sqrt{k^2-\varepsilon_dk_0^2}$ when $|\varepsilon|$ is large. Multiplying the closed forms gives $k_dk_m=k^2$, a cheap check on the output, which reads $9\cdot16=12^2$ in the example. If $\varepsilon(\omega)$ comes from an electronic-structure calculation of the metal's dielectric function, the criterion marks the frequencies at which a bound TM surface mode exists, and the closed forms give the lengths $1/k_d$, $1/k_m$ and $2\pi/k$ over which its field varies, provided that the metal's response is isotropic, loss and non-local response are neglected and the interface is flat.
